# Half-turns of a spin $n/2$ about $x$ and $y$ commute up to the sign $(-1)^n$

For a spin $n/2$, with $\hbar=1$, let $A=e^{-i\pi J_x}$ and $B=e^{-i\pi J_y}$ be the half-turns about the $x$ and $y$ axes. Classically their order is irrelevant: the rotation matrices $\mathrm{diag}(1,-1,-1)$ and $\mathrm{diag}(-1,1,-1)$ commute. For the spin, $AB=(-1)^nBA$, so the half-turns anticommute when the spin is half-integer. The sign is the same for every state of the spin, so both orders still lead to the same physical state; the sign can show in interference, for example when a separate qubit controls the turns.

Here $n$ is twice the spin quantum number. The index $k=0,\dots,n$ labels the state with $m=n/2-k$, so `raise` raises $m$ and lowers $k$. Its entry between $k$ and $k+1$ is $\sqrt{(k+1)(n-k)}$, and `lower` is its transpose. A turn by $\theta$ is `rotation J θ`, the matrix exponential $e^{-i\theta J}$.

```lean
import Mathlib

open Matrix
open Complex (I)

namespace SpinHalfTurns

noncomputable section

/-- The ladder matrix element `√((k+1)(n-k))` between the levels `k+1` and `k` of a spin `n/2`, for
`k < n`. -/
def coeff (n k : ℕ) : ℂ := ((Real.sqrt (((k : ℝ) + 1) * ((n : ℝ) - k)) : ℝ) : ℂ)

/-- The raising matrix `J₊` of spin `n/2`; index `k` labels the state with `m = n/2 - k`. -/
def raise (n : ℕ) : Matrix (Fin (n + 1)) (Fin (n + 1)) ℂ :=
  Matrix.of fun i j => if (i : ℕ) + 1 = j then coeff n i else 0

/-- The lowering matrix `J₋` of spin `n/2`. -/
def lower (n : ℕ) : Matrix (Fin (n + 1)) (Fin (n + 1)) ℂ :=
  Matrix.of fun i j => if (j : ℕ) + 1 = i then coeff n j else 0

/-- The matrix `Jz` of spin `n/2`, diagonal with entries `n/2 - k`. -/
def Jz (n : ℕ) : Matrix (Fin (n + 1)) (Fin (n + 1)) ℂ :=
  Matrix.diagonal fun k => (n : ℂ) / 2 - ((k : ℕ) : ℂ)

/-- The matrix `Jx = (J₊ + J₋)/2` of spin `n/2`. -/
def Jx (n : ℕ) : Matrix (Fin (n + 1)) (Fin (n + 1)) ℂ := (1 / 2 : ℂ) • (raise n + lower n)

/-- The matrix `Jy = (J₊ - J₋)/(2i)` of spin `n/2`. -/
def Jy (n : ℕ) : Matrix (Fin (n + 1)) (Fin (n + 1)) ℂ := (-I / 2) • (raise n - lower n)

/-- The rotation operator `exp(-iθJ)` with generator `J` and angle `θ`. -/
def rotation {d : ℕ} (J : Matrix (Fin d) (Fin d) ℂ) (θ : ℝ) : Matrix (Fin d) (Fin d) ℂ :=
  NormedSpace.exp ((-I * (θ : ℂ)) • J)
```

The final theorems assume only `n : ℕ`; the physical assumptions sit in these definitions. That a laboratory pulse acts on the spin as exactly $e^{-i\theta J}$ is a separate physical assumption.

## A map that carries one generator to another

The condition $PX=YP$ says that $P$ carries the generator $X$ to $Y$. It gives $PX^k=Y^kP$ for every $k$, and summing the power series gives $Pe^X=e^YP$. `exp_intertwine` does this term by term and uses uniqueness of the sum. Without the condition the conclusion can fail: $P=1$, $X=0$, $Y=1$ would give $1=e$. For diagonal matrices, `exp_diag` reduces the series to scalar exponentials.

```lean
/-- The exponential of a complex matrix is the sum of its power series. -/
theorem exp_hasSum {d : ℕ} (X : Matrix (Fin d) (Fin d) ℂ) :
    HasSum (fun k : ℕ => ((k.factorial : ℂ)⁻¹) • X ^ k) (NormedSpace.exp X) := by
  let _ : NormedRing (Matrix (Fin d) (Fin d) ℂ) := Matrix.linftyOpNormedRing
  let _ : NormedAlgebra ℂ (Matrix (Fin d) (Fin d) ℂ) := Matrix.linftyOpNormedAlgebra
  apply NormedSpace.exp_series_hasSum_exp'

/-- If `P` intertwines two matrices, it intertwines their exponentials. -/
theorem exp_intertwine {d : ℕ} {P X Y : Matrix (Fin d) (Fin d) ℂ} (h : P * X = Y * P) :
    P * NormedSpace.exp X = NormedSpace.exp Y * P := by
  have h1 := (exp_hasSum X).mul_left P
  have h2 := (exp_hasSum Y).mul_right P
  refine h1.unique ?_
  convert h2 using 2 with k
  have hk : P * X ^ k = Y ^ k * P := (show SemiconjBy P X Y from h).pow_right k
  rw [mul_smul_comm, smul_mul_assoc, hk]

/-- The exponential of a diagonal matrix is taken entry by entry on the diagonal. -/
theorem exp_diag {d : ℕ} (v : Fin d → ℂ) :
    NormedSpace.exp (Matrix.diagonal v) = Matrix.diagonal fun i => Complex.exp (v i) := by
  have h : HasSum (fun (k : ℕ) (i : Fin d) => ((k.factorial : ℂ)⁻¹) • v i ^ k)
      (fun i => Complex.exp (v i)) := by
    refine Pi.hasSum.2 fun i => ?_
    rw [Complex.exp_eq_exp_ℂ]
    apply NormedSpace.exp_series_hasSum_exp'
  refine (exp_hasSum _).unique ?_
  convert h.matrix_diagonal using 2 with k
  rw [Matrix.diagonal_pow, ← Matrix.diagonal_smul]
  rfl
```

## The scale of the ladder matrices

The square roots fix the size of the angular momentum. By multiplication, $J_+J_-$ and $J_-J_+$ are diagonal with entries $(k+1)(n-k)$ and $k(n+1-k)$. Their difference is $n-2k$, so $[J_+,J_-]=2J_z$. Since $J_\pm$ changes $m$ by $\pm1$, also $[J_z,J_\pm]=\pm J_\pm$. Hence

$$[J_x,J_y]=\tfrac{1}{4i}\,(-2)[J_+,J_-]=iJ_z,\qquad [J_y,J_z]=-\tfrac{1}{2i}(J_++J_-)=iJ_x.$$

`ladder_products` treats the end states separately, where one product vanishes; `spin_commutators` combines the three ladder relations linearly.

With another scale the result can fail. Doubling both ladder matrices at $n=1$ gives $A=B=-1$, which commute.

```lean
/-- The products `J₊J₋` and `J₋J₊` are diagonal, with entries `(k+1)(n-k)` and `k(n+1-k)`. -/
theorem ladder_products (n : ℕ) :
    raise n * lower n = Matrix.diagonal
      (fun k : Fin (n + 1) => (((k : ℕ) : ℂ) + 1) * ((n : ℂ) - ((k : ℕ) : ℂ))) ∧
    lower n * raise n = Matrix.diagonal
      (fun k : Fin (n + 1) => ((k : ℕ) : ℂ) * ((n : ℂ) + 1 - ((k : ℕ) : ℂ))) := by
  have hs : ∀ k : ℕ, k ≤ n → coeff n k * coeff n k = ((k : ℂ) + 1) * ((n : ℂ) - k) := by
    intro k hk
    have hk' : (k : ℝ) ≤ n := by exact_mod_cast hk
    have h0 : 0 ≤ ((k : ℝ) + 1) * ((n : ℝ) - k) :=
      mul_nonneg (by positivity) (by linarith)
    rw [coeff, ← Complex.ofReal_mul, Real.mul_self_sqrt h0]
    push_cast
    ring
  constructor
  · ext i k
    have hi := i.isLt
    rw [Matrix.mul_apply]
    by_cases hn : (i : ℕ) = n
    · -- the lowest state is annihilated
      rw [Finset.sum_eq_zero]
      · simp [Matrix.diagonal_apply, hn]
      · intro j _
        have hj : ¬ (i : ℕ) + 1 = j := by have := j.isLt; omega
        simp [raise, hj]
    · rw [Finset.sum_eq_single (⟨i + 1, by omega⟩ : Fin (n + 1))]
      · by_cases hik : i = k
        · subst hik
          simpa [raise, lower] using hs i (by omega)
        · have hv : ¬ (k : ℕ) + 1 = i + 1 := fun h => hik (Fin.ext (by omega))
          rw [Matrix.diagonal_apply_ne _ hik, lower, Matrix.of_apply, if_neg hv, mul_zero]
      · intro j _ hj
        have hv : ¬ (i : ℕ) + 1 = j := fun h => hj (Fin.ext h.symm)
        simp [raise, hv]
      · simp
  · ext i k
    have hi := i.isLt
    rw [Matrix.mul_apply]
    by_cases hn : (i : ℕ) = 0
    · -- the highest state is annihilated
      rw [Finset.sum_eq_zero]
      · simp [Matrix.diagonal_apply, hn]
      · intro j _
        have hj : ¬ (j : ℕ) + 1 = i := by omega
        simp [lower, hj]
    · obtain ⟨m, hm⟩ : ∃ m, (i : ℕ) = m + 1 := ⟨i - 1, by omega⟩
      rw [Finset.sum_eq_single (⟨m, by omega⟩ : Fin (n + 1))]
      · by_cases hik : i = k
        · subst hik
          have hc := hs m (by omega)
          simp only [lower, raise, Matrix.of_apply, Matrix.diagonal_apply_eq, hm, if_true, hc]
          push_cast
          ring
        · have hv : ¬ m + 1 = (k : ℕ) := fun h => hik (Fin.ext (by omega))
          rw [Matrix.diagonal_apply_ne _ hik, raise, Matrix.of_apply, if_neg hv, mul_zero]
      · intro j _ hj
        have hv : ¬ (j : ℕ) + 1 = i := fun h => hj (Fin.ext (show (j : ℕ) = m by omega))
        simp [lower, hv]
      · simp

/-- The spin matrices obey `[Jx, Jy] = iJz` and `[Jy, Jz] = iJx`. -/
theorem spin_commutators (n : ℕ) :
    Jx n * Jy n - Jy n * Jx n = I • Jz n ∧ Jy n * Jz n - Jz n * Jy n = I • Jx n := by
  have h : raise n * lower n - lower n * raise n = (2 : ℂ) • Jz n := by
    rw [(ladder_products n).1, (ladder_products n).2, Jz, Matrix.diagonal_sub,
      ← Matrix.diagonal_smul]
    congr 1
    funext k
    simp only [Pi.smul_apply, smul_eq_mul]
    ring
  have hR : Jz n * raise n - raise n * Jz n = raise n := by
    ext i j
    rw [Matrix.sub_apply, Jz, Matrix.diagonal_mul, Matrix.mul_diagonal, raise, Matrix.of_apply]
    split_ifs with hij
    · rw [← hij]; push_cast; ring
    · ring
  have hL : Jz n * lower n - lower n * Jz n = -lower n := by
    ext i j
    rw [Matrix.sub_apply, Matrix.neg_apply, Jz, Matrix.diagonal_mul, Matrix.mul_diagonal, lower,
      Matrix.of_apply]
    split_ifs with hij
    · rw [← hij]; push_cast; ring
    · ring
  constructor
  · simp only [Jx, Jy, smul_mul_assoc, mul_smul_comm, add_mul, mul_add, sub_mul, mul_sub]
    linear_combination (norm := module) (I / 2) • h
  · simp only [Jx, Jy, smul_mul_assoc, mul_smul_comm, sub_mul, mul_sub]
    linear_combination (norm := module) (I / 2) • hR - (I / 2) • hL
```

## Perpendicular axes

Perpendicularity enters through the commutators. Put $L_\pm=J_z\pm iJ_x$. Then $[J_y,L_\pm]=\pm L_\pm$, or $J_yL_\pm=L_\pm(J_y\pm1)$. Exponentiating, with $R=e^{-i\theta J_y}$, gives $RL_\pm=e^{\mp i\theta}L_\pm R$. Half the sum, and the difference divided by $2i$, are

$$RJ_z=(\cos\theta\,J_z+\sin\theta\,J_x)R,\qquad RJ_x=(\cos\theta\,J_x-\sin\theta\,J_z)R.$$

In the proof, `lad` is the phase relation, used with $e=\pm1$. If both turns were about the same axis, they would commute for odd $n$ too.

```lean
/-- A rotation by `θ` about the y axis turns `Jz` into `cos θ Jz + sin θ Jx` and `Jx` into
`cos θ Jx - sin θ Jz`. -/
theorem rotation_about_y (n : ℕ) (θ : ℝ) :
    rotation (Jy n) θ * Jz n =
      (Complex.cos θ • Jz n + Complex.sin θ • Jx n) * rotation (Jy n) θ ∧
    rotation (Jy n) θ * Jx n =
      (Complex.cos θ • Jx n - Complex.sin θ • Jz n) * rotation (Jy n) θ := by
  obtain ⟨hxy, hyz⟩ := spin_commutators n
  have hI : ∀ M : Matrix (Fin (n + 1)) (Fin (n + 1)) ℂ, (I * I) • M = -M := by
    intro M
    rw [Complex.I_mul_I, neg_one_smul]
  -- a ladder operator for Jy only picks up a phase
  have lad : ∀ (e : ℂ) (P : Matrix (Fin (n + 1)) (Fin (n + 1)) ℂ),
      Jy n * P - P * Jy n = e • P →
      rotation (Jy n) θ * P = Complex.exp (-I * θ * e) • (P * rotation (Jy n) θ) := by
    intro e P hP
    have h1 : P * ((-I * (θ : ℂ)) • Jy n + (-I * θ * e) • 1) = ((-I * (θ : ℂ)) • Jy n) * P := by
      simp only [mul_add, mul_smul_comm, smul_mul_assoc, mul_one]
      linear_combination (norm := module) (I * (θ : ℂ)) • hP
    have h2 := exp_intertwine h1
    rw [Matrix.exp_add_of_commute _ _ ((Commute.one_right _).smul_right _),
      Matrix.smul_one_eq_diagonal, exp_diag, ← Matrix.smul_one_eq_diagonal,
      mul_smul_comm, mul_one, mul_smul_comm] at h2
    exact h2.symm
  have h1 := lad 1 (Jz n + I • Jx n) (by
    simp only [mul_add, add_mul, mul_smul_comm, smul_mul_assoc]
    linear_combination (norm := module) hyz - I • hxy - hI (Jz n))
  have h2 := lad (-1) (Jz n - I • Jx n) (by
    simp only [mul_sub, sub_mul, mul_smul_comm, smul_mul_assoc]
    linear_combination (norm := module) hyz + I • hxy + hI (Jz n))
  have e1 : Complex.exp (-I * θ * 1) = Complex.cos θ - Complex.sin θ * I := by
    rw [show -I * (θ : ℂ) * 1 = (-θ) * I by ring, Complex.exp_mul_I, Complex.cos_neg,
      Complex.sin_neg]
    ring
  have e2 : Complex.exp (-I * θ * -1) = Complex.cos θ + Complex.sin θ * I := by
    rw [show -I * (θ : ℂ) * -1 = θ * I by ring, Complex.exp_mul_I]
  rw [e1] at h1
  rw [e2] at h2
  simp only [mul_add, add_mul, mul_sub, sub_mul, mul_smul_comm, smul_mul_assoc] at h1 h2 ⊢
  constructor
  · linear_combination (norm := module) (1 / 2 : ℂ) • h1 + (1 / 2 : ℂ) • h2
      - Complex.sin θ • hI (Jx n * rotation (Jy n) θ)
  · linear_combination (norm := module) (-I / 2) • h1 - (-I / 2) • h2
      + hI (rotation (Jy n) θ * Jx n - Complex.cos θ • (Jx n * rotation (Jy n) θ)
        + Complex.sin θ • (Jz n * rotation (Jy n) θ))
```

## A whole number of levels

The type of `n` encodes a finite multiplet with $n+1$ levels, whose $m$ values are all integers or all half-integers. This is where the sign arises:

$$e^{-2\pi i(n/2-k)}=e^{-i\pi n}e^{2\pi ik}=(-1)^n$$

for every $k$, so $e^{-2\pi iJ_z}=(-1)^n$. The quarter turn $Q=e^{-i\pi J_y/2}$ satisfies $QJ_z=J_xQ$, hence $Qe^{-2\pi iJ_z}=e^{-2\pi iJ_x}Q$. Cancelling the invertible $Q$ gives $A^2=e^{-2\pi iJ_x}=(-1)^n$. For non-integer $n$ there is no matrix of size $n+1$ to start from.

```lean
/-- A full turn about the x axis multiplies every spin-`n/2` state by `(-1)^n`. -/
theorem full_turn (n : ℕ) : rotation (Jx n) (2 * Real.pi) = ((-1 : ℂ) ^ n) • 1 := by
  -- a quarter turn about y carries Jz to Jx
  have hq := (rotation_about_y n (Real.pi / 2)).1
  rw [← Complex.ofReal_cos, ← Complex.ofReal_sin, Real.cos_pi_div_two, Real.sin_pi_div_two,
    Complex.ofReal_zero, Complex.ofReal_one, zero_smul, one_smul, zero_add] at hq
  have hz : rotation (Jz n) (2 * Real.pi) = ((-1 : ℂ) ^ n) • 1 := by
    rw [rotation, Jz, ← Matrix.diagonal_smul, exp_diag, Matrix.smul_one_eq_diagonal]
    congr 1
    funext k
    simp only [Pi.smul_apply, smul_eq_mul]
    rw [show -I * ((2 * Real.pi : ℝ) : ℂ) * ((n : ℂ) / 2 - ((k : ℕ) : ℂ)) =
        (n : ℂ) * (-(Real.pi * I)) + ((k : ℕ) : ℂ) * (2 * Real.pi * I) by push_cast; ring,
      Complex.exp_add, Complex.exp_nat_mul, Complex.exp_nat_mul, Complex.exp_neg,
      Complex.exp_pi_mul_I, Complex.exp_two_pi_mul_I, one_pow, mul_one, inv_neg, inv_one]
  have h : rotation (Jy n) (Real.pi / 2) * rotation (Jz n) (2 * Real.pi) =
      rotation (Jx n) (2 * Real.pi) * rotation (Jy n) (Real.pi / 2) :=
    exp_intertwine (by rw [mul_smul_comm, smul_mul_assoc, hq])
  have hu : IsUnit (rotation (Jy n) (Real.pi / 2)) := Matrix.isUnit_exp _
  apply hu.mul_right_cancel
  rw [← h, hz, mul_smul_comm, smul_mul_assoc, mul_one, one_mul]
```

## The angle $\pi$

At $\theta=\pi$ the turn about $y$ reverses $J_x$: $BJ_x=-J_xB$, so $BA=A^{-1}B$. This is `hinv`, with $A^{-1}$ written as a turn by $-\pi$. From $A^2=(-1)^n$ follows $A=(-1)^nA^{-1}$, which is `hA`. Therefore

$$AB=(-1)^nA^{-1}B=(-1)^nBA.$$

Quarter turns at $n=1$ neither commute nor anticommute.

```lean
/-- For spin `n/2`, the half-turns about the x and y axes satisfy `AB = (-1)^n BA`. -/
theorem half_turns (n : ℕ) :
    rotation (Jx n) Real.pi * rotation (Jy n) Real.pi =
      ((-1 : ℂ) ^ n) • (rotation (Jy n) Real.pi * rotation (Jx n) Real.pi) := by
  have hadd : ∀ a b : ℝ, rotation (Jx n) a * rotation (Jx n) b = rotation (Jx n) (a + b) := by
    intro a b
    rw [rotation, rotation, rotation, ← Matrix.exp_add_of_commute _ _
      (((Commute.refl (Jx n)).smul_left _).smul_right _), ← add_smul]
    congr 2
    push_cast
    ring
  -- the half-turn about y reverses Jx, hence inverts the half-turn about x
  have hx := (rotation_about_y n Real.pi).2
  rw [Complex.cos_pi, Complex.sin_pi, zero_smul, sub_zero, neg_one_smul] at hx
  have hinv : rotation (Jy n) Real.pi * rotation (Jx n) Real.pi =
      rotation (Jx n) (-Real.pi) * rotation (Jy n) Real.pi := by
    refine exp_intertwine ?_
    rw [mul_smul_comm, hx, smul_mul_assoc, neg_mul (Jx n), Complex.ofReal_neg]
    module
  -- a half-turn is a full turn followed by the inverse half-turn
  have hA : rotation (Jx n) Real.pi = ((-1 : ℂ) ^ n) • rotation (Jx n) (-Real.pi) := by
    rw [show Real.pi = 2 * Real.pi + -Real.pi by ring, ← hadd, full_turn, smul_mul_assoc, one_mul]
    congr 2
    ring
  rw [hinv, ← smul_mul_assoc, ← hA]
```

## Even $n$

Even $n$ means integer spin, and then the sign is $+1$. If $n$ is odd and the half-turns commute, then $2BA=0$, which is impossible because $BA$ is invertible.

```lean
/-- The half-turns about the x and y axes commute on spin `n/2` exactly when `n` is even. -/
theorem half_turns_commute_iff (n : ℕ) :
    rotation (Jx n) Real.pi * rotation (Jy n) Real.pi =
      rotation (Jy n) Real.pi * rotation (Jx n) Real.pi ↔ Even n := by
  have h := half_turns n
  constructor
  · intro hc
    by_contra hn
    rw [(Nat.not_even_iff_odd.mp hn).neg_one_pow, hc] at h
    have h2 : (2 : ℂ) • (rotation (Jy n) Real.pi * rotation (Jx n) Real.pi) = 0 := by
      linear_combination (norm := module) h
    have hu : IsUnit (rotation (Jy n) Real.pi * rotation (Jx n) Real.pi) :=
      (Matrix.isUnit_exp _).mul (Matrix.isUnit_exp _)
    exact hu.ne_zero ((smul_eq_zero.mp h2).resolve_left two_ne_zero)
  · intro hn
    rw [h, hn.neg_one_pow, one_smul]

end

end SpinHalfTurns
```

```lean
#print axioms SpinHalfTurns.half_turns_commute_iff
```

```
'SpinHalfTurns.half_turns_commute_iff' depends on axioms: [propext, Classical.choice, Quot.sound]
```

For $n=1$, $A=-i\sigma_x$ and $B=-i\sigma_y$, so for a single ideal qubit the result is the anticommutation of the Pauli $X$ and $Y$ gates.

The reversal of $J_x$ also gives, by the same argument though not stated in the Lean code, $B\,e^{-i\theta J_x}B^{-1}=e^{i\theta J_x}$ for every $\theta$. If the static field is taken along $x$, instead of the customary $z$, so that the spins precess about $x$, this is the refocusing step of an ideal spin echo.
